# An energy continuous between two densities and unchanged by replica averaging is linear between them

## One electron shared by two distant protons

Place two protons very far apart and give them one electron. It can sit on the left proton, so that the left site carries the density $b$ of a hydrogen atom and the right site carries the density $a=0$ of a bare proton. It can equally well be in the even superposition of left and right, and then each site carries half an electron, with density $\tfrac12(a+b)$. At infinite separation the two states have the same energy.

Let $E$ be the energy of one site as a functional of its density. If the energies of distant sites add, then

$$E(b)+E(a)=2\,E\!\left(\tfrac12 a+\tfrac12 b\right).$$

The energy at half an electron is therefore the midpoint of the energies at zero and one electron. More sites give the other rational fractions, and continuity fills in the rest.

## Many replicas and the condition on the energy

Take $q\ge 1$ identical, distant sites, numbered $i=0,\dots,q-1$. The first $p$ carry $b$ and the others carry $a$, where $0\le p\le q$. Typically $a$ and $b$ are ground-state densities with $N$ and $N+1$ electrons in the same external potential, each described relative to its own site. Shifting the whole row cyclically gives states of equal energy, and an equal-weight superposition of them has the averaged density at every site.

The replica condition says that the row and its cyclic average have the same additive energy, for all such $p$ and $q$. It stands for two physical facts: distant sites contribute separately, and superposing degenerate states costs nothing. The theorem assumes this condition. That a particular functional, exact or approximate, satisfies it must be argued separately; for the exact ground-state energy, that argument also needs the row to be a ground arrangement of its electrons.

## The statement in words

Write $m(t)=(1-t)a+tb$. If $E$ is continuous on the segment from $a$ to $b$ and satisfies the replica condition, then

$$E(m(t))=(1-t)E(a)+tE(b)\qquad\text{for every } t\in[0,1].$$

This is `affine_on_segment`. Its ingredients read as follows.

- `V` is a real vector space of densities. For the continuity results it carries a topology in which addition and scaling are continuous. It may be infinite-dimensional, and neither positivity nor an electron number is built in.
- `E : V → ℝ` is the total energy of one site in its fixed external potential, not the universal part of the density functional.
- `mix a b t` is $m(t)$, with the weight $t$ on `b`.
- `placement a b q p` is the row, indexed by `Fin q`. Addition of indices there is modulo $q$, which makes the shifts in `cyclicAverage` cyclic.
- `replicaEnergy` is the sum of $E$ over sites; interactions between sites are absent by definition. "Replica" means a distant copy and has nothing to do with the replica trick of statistical mechanics.
- `ReplicaInvariant E a b` is the replica condition, and `NeZero q` excludes the empty row.

The result concerns one segment. The piecewise linear curve of energy against electron number comes from applying it to each pair of neighbouring integers, with the hypotheses met on each segment. In density functional theory, for separated sites with additive energies, departures from this line signal that an approximation favours spreading or localising charge.

## From rational fractions to the whole segment

Let $r_i$ be the density at site $i$ of the row. The averaged density is

$$\bar r_i=\frac1q\sum_{k=0}^{q-1}r_{i+k},$$

with indices modulo $q$. As $k$ runs through its values, $i+k$ visits each site once. The sum thus contains $b$ exactly $p$ times and $a$ exactly $q-p$ times:

$$\bar r_i=\frac{p\,b+(q-p)\,a}{q}=m(p/q).$$

The row has energy $pE(b)+(q-p)E(a)$, and its average has energy $qE(m(p/q))$. Equating them and dividing by $q$ gives

$$E(m(p/q))=\left(1-\frac pq\right)E(a)+\frac pq E(b).$$

Now fix a real $t\in[0,1]$. For $n\ge1$ put $p_n=\lfloor tn\rfloor$. Then $0\le p_n\le n$ and

$$t-\frac1n<\frac{p_n}{n}\le t,$$

so $p_n/n\to t$. The interpolation formula holds at each $p_n/n$. Its left side tends to $E(m(t))$ because $E$ is continuous on the segment, and its right side tends to $(1-t)E(a)+tE(b)$. The limits agree, which is the claim.

For $0<t<1$ the formula holds on a whole neighbourhood of $t$, so differentiation gives

$$\frac{d}{dt}E(m(t))=E(b)-E(a).$$

When $a$ and $b$ are ground-state densities with $N$ and $N+1$ electrons, and $E$ gives their ground-state energies, this slope is minus the electron affinity of the $N$-electron system.

Conversely, if the interpolation formula holds on $[0,1]$, multiplying it by $q$ at $t=p/q$ recovers the replica condition. This direction needs no continuity.

## Three sites and one electron

In chosen energy units, let $E(a)=0$ and $E(b)=-0.5$. With $q=3$ and $p=1$ the row has energy $-0.5$, so the replica condition requires $E(m(1/3))=-0.5/3\approx-0.1667$.

Compare a curved model, $E(m(t))=-0.5\,t-0.1\,t(1-t)$. It has the same end values, but at $t=1/3$ it gives about $-0.1889$. Three such sites have energy $-0.5667$, which is $0.0667$ too low: this model rewards spreading the electron.

## The complete Lean source

```lean
import Mathlib

open Filter Topology Set

namespace FractionalChargeLinearity

variable {V : Type*} [AddCommGroup V] [Module ℝ V]

/-- The density on the line through `a` and `b` with weight `1 - t` on `a` and `t` on `b`. -/
def mix (a b : V) (t : ℝ) : V := (1 - t) • a + t • b

/-- A row of `q` replicas in which the sites numbered below `p` carry the density `b`
and the other sites carry `a`. -/
def placement (a b : V) (q p : ℕ) : Fin q → V :=
  fun i => if (i : ℕ) < p then b else a

/-- The mean density at each site over all cyclic shifts of a row of `q` replicas,
for nonzero `q`. -/
noncomputable def cyclicAverage {q : ℕ} [NeZero q] (r : Fin q → V) : Fin q → V :=
  fun i => (q : ℝ)⁻¹ • ∑ k, r (i + k)

/-- The additive energy of separate replicas: the sum of the energies of the sites. -/
def replicaEnergy (E : V → ℝ) {q : ℕ} (r : Fin q → V) : ℝ := ∑ i, E (r i)

/-- The replica condition: for every nonzero number `q` of replicas and every `p ≤ q`, the
placement of `p` copies of `b` and `q - p` of `a` has the same energy as its cyclic average. -/
def ReplicaInvariant (E : V → ℝ) (a b : V) : Prop :=
  ∀ (q p : ℕ) [NeZero q], p ≤ q →
    replicaEnergy E (placement a b q p) =
      replicaEnergy E (cyclicAverage (placement a b q p))

omit [AddCommGroup V] [Module ℝ V] in
/-- For `p ≤ q`, a site quantity `f` summed over a placement counts its value at `b`
`p` times and its value at `a` `q - p` times. -/
theorem sum_placement {W : Type*} [AddCommGroup W] [Module ℝ W] (f : V → W) (a b : V)
    {q p : ℕ} (hp : p ≤ q) :
    ∑ i, f (placement a b q p i) = (p : ℝ) • f b + ((q : ℝ) - p) • f a := by
  obtain ⟨m, rfl⟩ := Nat.exists_eq_add_of_le hp
  have h : ((p + m : ℕ) : ℝ) - p = m := by push_cast; ring
  -- split the row into its first `p` and last `m` sites
  rw [h, Fin.sum_univ_add]
  simp [placement, Nat.cast_smul_eq_nsmul ℝ]

/-- For `p ≤ q` and nonzero `q`, cyclic averaging puts the same fractional density,
with weight `p / q` on `b`, at every site. -/
theorem cyclicAverage_placement (a b : V) {q p : ℕ} [NeZero q] (hp : p ≤ q) (i : Fin q) :
    cyclicAverage (placement a b q p) i = mix a b ((p : ℝ) / q) := by
  have hq : (q : ℝ) ≠ 0 := Nat.cast_ne_zero.mpr (NeZero.ne q)
  -- a cyclic shift only relabels the sites
  have h1 : ∑ k, placement a b q p (i + k) = ∑ k, placement a b q p k :=
    Equiv.sum_comp (Equiv.addLeft i) (placement a b q p)
  have h2 : ∑ k, placement a b q p k = (p : ℝ) • b + ((q : ℝ) - p) • a :=
    sum_placement (fun x => x) a b hp
  have e : 1 - (p : ℝ) / q = (q : ℝ)⁻¹ * ((q : ℝ) - p) := by
    rw [mul_sub, inv_mul_cancel₀ hq, div_eq_inv_mul]
  simp only [cyclicAverage, mix]
  rw [h1, h2, e, div_eq_inv_mul, smul_add, smul_smul, smul_smul]
  exact add_comm _ _

/-- For `p ≤ q` and nonzero `q`, equality of the placed and averaged replica energies
is the same as linear interpolation of the energy at the fraction `p / q`. -/
theorem replica_balance {E : V → ℝ} {a b : V} {q p : ℕ} [NeZero q] (hp : p ≤ q) :
    replicaEnergy E (placement a b q p) =
        replicaEnergy E (cyclicAverage (placement a b q p)) ↔
      E (mix a b ((p : ℝ) / q)) = (1 - (p : ℝ) / q) * E a + (p : ℝ) / q * E b := by
  have hq : (q : ℝ) ≠ 0 := Nat.cast_ne_zero.mpr (NeZero.ne q)
  have h1 : replicaEnergy E (placement a b q p) = (p : ℝ) * E b + ((q : ℝ) - p) * E a :=
    sum_placement E a b hp
  have h2 : replicaEnergy E (cyclicAverage (placement a b q p)) =
      (q : ℝ) * E (mix a b ((p : ℝ) / q)) := by
    simp only [replicaEnergy, cyclicAverage_placement a b hp, Finset.sum_const,
      Finset.card_univ, Fintype.card_fin, nsmul_eq_mul]
  have hc : (q : ℝ) * ((p : ℝ) / q) = p := by field_simp
  have e : (q : ℝ) * ((1 - (p : ℝ) / q) * E a + (p : ℝ) / q * E b) =
      (p : ℝ) * E b + ((q : ℝ) - p) * E a := by
    linear_combination (E b - E a) * hc
  rw [h1, h2, ← e]
  constructor
  · intro h
    exact (mul_left_cancel₀ hq h).symm
  · intro h
    rw [h]

/-- If the energy is continuous on the segment between the densities `a` and `b` and meets the
replica condition, it interpolates linearly between `E a` and `E b` on the whole segment. -/
theorem affine_on_segment [TopologicalSpace V] [ContinuousAdd V] [ContinuousSMul ℝ V]
    {E : V → ℝ} {a b : V} (hE : ContinuousOn E (segment ℝ a b))
    (h : ReplicaInvariant E a b) {t : ℝ} (ht : t ∈ Icc (0 : ℝ) 1) :
    E (mix a b t) = (1 - t) * E a + t * E b := by
  have hmix : Continuous (fun s : ℝ => mix a b s) := by
    unfold mix
    fun_prop
  have hg : ContinuousOn (fun s : ℝ => E (mix a b s)) (Icc 0 1) :=
    hE.comp hmix.continuousOn
      (fun s hs => ⟨1 - s, s, by linarith [hs.2], hs.1, by ring, rfl⟩)
  -- the fractions `⌊t n⌋ / n` lie in the unit interval and tend to `t`
  have hfl : ∀ n : ℕ, ⌊t * (n : ℝ)⌋₊ ≤ n := fun n =>
    Nat.floor_le_of_le (mul_le_of_le_one_left (Nat.cast_nonneg n) ht.2)
  have hu : Tendsto (fun n : ℕ => (⌊t * (n : ℝ)⌋₊ : ℝ) / (n : ℝ)) atTop (𝓝 t) :=
    (tendsto_nat_floor_mul_div_atTop ht.1).comp tendsto_natCast_atTop_atTop
  have hmem : ∀ n : ℕ, (⌊t * (n : ℝ)⌋₊ : ℝ) / (n : ℝ) ∈ Icc (0 : ℝ) 1 := fun n =>
    ⟨by positivity, div_le_one_of_le₀ (Nat.cast_le.2 (hfl n)) (Nat.cast_nonneg n)⟩
  have h1 := (hg t ht).tendsto.comp
    (tendsto_nhdsWithin_iff.2 ⟨hu, Eventually.of_forall hmem⟩)
  have hlin : Continuous (fun s : ℝ => (1 - s) * E a + s * E b) := by fun_prop
  have h2 := (hlin.tendsto t).comp hu
  -- along these fractions the replica condition gives linear interpolation
  refine tendsto_nhds_unique (h1.congr' ?_) h2
  filter_upwards [eventually_gt_atTop 0] with n hn
  have : NeZero n := ⟨hn.ne'⟩
  exact (replica_balance (hfl n)).1 (h n _ (hfl n))

/-- Conversely, an energy that interpolates linearly between `a` and `b` meets the
replica condition. -/
theorem replicaInvariant_of_affine {E : V → ℝ} {a b : V}
    (h : ∀ t ∈ Icc (0 : ℝ) 1, E (mix a b t) = (1 - t) * E a + t * E b) :
    ReplicaInvariant E a b := by
  intro q p _ hp
  exact (replica_balance hp).2
    (h _ ⟨by positivity, div_le_one_of_le₀ (Nat.cast_le.2 hp) (Nat.cast_nonneg q)⟩)

/-- For an energy continuous on the segment and meeting the replica condition, the slope with
respect to the fraction `t` is `E b - E a` at every interior point. -/
theorem constant_slope [TopologicalSpace V] [ContinuousAdd V] [ContinuousSMul ℝ V]
    {E : V → ℝ} {a b : V} (hE : ContinuousOn E (segment ℝ a b))
    (h : ReplicaInvariant E a b) {t : ℝ} (ht : t ∈ Ioo (0 : ℝ) 1) :
    HasDerivAt (fun s : ℝ => E (mix a b s)) (E b - E a) t := by
  have hd : HasDerivAt (fun s : ℝ => E a + s * (E b - E a)) (E b - E a) t :=
    (((hasDerivAt_id' t).mul_const (E b - E a)).const_add (E a)).congr_deriv (one_mul _)
  refine hd.congr_of_eventuallyEq ?_
  filter_upwards [Ioo_mem_nhds ht.1 ht.2] with s hs
  rw [affine_on_segment hE h ⟨hs.1.le, hs.2.le⟩]
  ring

open Classical in
/-- A model energy on the real line, equal to one at irrational numbers and zero at
rational numbers. -/
noncomputable def irrationalPenalty (x : ℝ) : ℝ := if Irrational x then 1 else 0

/-- Continuity cannot be dropped: the irrational penalty meets the replica condition
between `0` and `1` but does not interpolate linearly there. -/
theorem continuity_needed :
    ReplicaInvariant irrationalPenalty 0 1 ∧
      ¬ ∀ t ∈ Icc (0 : ℝ) 1, irrationalPenalty (mix 0 1 t) =
        (1 - t) * irrationalPenalty 0 + t * irrationalPenalty 1 := by
  have hr : ∀ r : ℚ, irrationalPenalty (r : ℝ) = 0 := by
    intro r
    unfold irrationalPenalty
    exact if_neg (fun h => h ⟨r, rfl⟩)
  have h0 : irrationalPenalty 0 = 0 := by simpa using hr 0
  have h1 : irrationalPenalty 1 = 0 := by simpa using hr 1
  constructor
  · intro q p _ hp
    rw [replica_balance hp]
    have hm : mix (0 : ℝ) 1 ((p : ℝ) / q) = (((p : ℚ) / q : ℚ) : ℝ) := by simp [mix]
    rw [hm, hr, h0, h1]
    ring
  · intro h
    -- test the interpolation at the irrational fraction `√2 - 1`
    have hs := Real.sq_sqrt (show (0 : ℝ) ≤ 2 by norm_num)
    have hn := Real.sqrt_nonneg 2
    have hirr : Irrational (Real.sqrt 2 - 1) := by
      rintro ⟨r, hr'⟩
      exact irrational_sqrt_two ⟨r + 1, by push_cast; linarith⟩
    have hv : irrationalPenalty (Real.sqrt 2 - 1) = 1 := by
      unfold irrationalPenalty
      exact if_pos hirr
    have hm : mix (0 : ℝ) 1 (Real.sqrt 2 - 1) = Real.sqrt 2 - 1 := by simp [mix]
    have key := h (Real.sqrt 2 - 1) ⟨by nlinarith, by nlinarith⟩
    rw [hm, hv, h0, h1] at key
    norm_num at key

end FractionalChargeLinearity
```

```lean
#print axioms FractionalChargeLinearity.replicaInvariant_of_affine
#print axioms FractionalChargeLinearity.constant_slope
#print axioms FractionalChargeLinearity.continuity_needed
```

```
'FractionalChargeLinearity.replicaInvariant_of_affine' depends on axioms: [propext, Classical.choice, Quot.sound]
'FractionalChargeLinearity.constant_slope' depends on axioms: [propext, Classical.choice, Quot.sound]
'FractionalChargeLinearity.continuity_needed' depends on axioms: [propext, Classical.choice, Quot.sound]
```

## Counting, cancelling and passing to the limit

`sum_placement` does the counting. It writes $q=p+m$ and splits the sum into the first $p$ and the last $m$ sites. Because the summed quantity may be a vector or a number, the same lemma serves for densities and for energies.

`cyclicAverage_placement` computes $\bar r_i$. `Equiv.sum_comp`, applied to the relabelling $k\mapsto i+k$, removes the shift; the counting lemma then gives $m(p/q)$.

`replica_balance` evaluates both replica energies and cancels the nonzero factor $q$. It is an equivalence for each separate pair $(q,p)$, so it supplies both the main theorem and the converse, `replicaInvariant_of_affine`.

In `affine_on_segment`, `hg` records that $s\mapsto E(m(s))$ is continuous on $[0,1]$. The facts `hu` and `hmem` say that the fractions $\lfloor tn\rfloor/n$ tend to $t$ and stay in that interval, as continuity on the segment alone requires. The two sides of the interpolation formula agree for $n>0$ by `replica_balance`, and `tendsto_nhds_unique` identifies their limits.

`constant_slope` differentiates the straight line and transfers the derivative to the energy, since the two functions coincide on the open interval around $t$.

Finally, `continuity_needed` shows that the replica condition alone does not force linearity, even for a bounded energy. The function `irrationalPenalty` vanishes at every rational number, so it passes every replica comparison between the densities $0$ and $1$ in the one-dimensional space $\mathbb R$. Linear interpolation would make it zero throughout $[0,1]$, yet it equals one at $\sqrt2-1$.
